# For a positive definite matrix, the quadratic energy along a coordinate axis is a parabola lowest at the Gauss-Seidel update

The theorem `energy_line` concerns the energy E(x) = x·Ax/2 − b·x of finitely many real variables x, read as induced dipoles in a field b, with A a real positive definite matrix. It says that moving from any x by t along coordinate axis i gives the energy at the Gauss-Seidel update of that coordinate plus (Aᵢᵢ/2)(t − rᵢ/Aᵢᵢ)², where r = b − Ax is the residual at x. Since Aᵢᵢ is positive, the update is the lowest point on that line. The proof first establishes, as `key`, that a step s along the axis changes the energy by s²Aᵢᵢ/2 − s rᵢ. It then applies `key` to both sides and leaves the remaining algebra to `field_simp` and `ring`.

As first written in Lean, the proof fails:

```lean
import Mathlib

open Matrix Filter Topology

namespace EnergyLine

noncomputable section

variable {ι : Type*} [Fintype ι] [DecidableEq ι] {A : Matrix ι ι ℝ}

/-- The quadratic energy `x·Ax/2 - b·x` of the variables `x` (induced dipoles) in the field `b`. -/
def energy (A : Matrix ι ι ℝ) (b x : ι → ℝ) : ℝ := x ⬝ᵥ A *ᵥ x / 2 - b ⬝ᵥ x

/-- The Gauss-Seidel update of coordinate `i`: add the residual `(b - Ax)ᵢ` divided by the
diagonal element `Aᵢᵢ`, which must be non-zero. -/
def relax (A : Matrix ι ι ℝ) (b : ι → ℝ) (i : ι) (x : ι → ℝ) : ι → ℝ :=
  x + ((b - A *ᵥ x) i / A i i) • Pi.single i (1 : ℝ)

omit [DecidableEq ι] in
/-- For positive definite `A`, a displacement `d` changes the energy by its field-free energy
minus its product with the residual `b - Ax`. -/
theorem energy_add (hA : A.PosDef) (b x d : ι → ℝ) :
    energy A b (x + d) = energy A b x + energy A 0 d - (b - A *ᵥ x) ⬝ᵥ d := by
  have hT : Aᵀ = A := by
    ext i j
    simpa using hA.isHermitian.apply i j
  have h1 : d ⬝ᵥ A *ᵥ x = x ⬝ᵥ A *ᵥ d := by
    rw [Matrix.dotProduct_mulVec, ← Matrix.mulVec_transpose, hT, dotProduct_comm]
  have h2 : (A *ᵥ x) ⬝ᵥ d = d ⬝ᵥ A *ᵥ x := dotProduct_comm _ _
  simp only [energy, Matrix.mulVec_add, add_dotProduct, dotProduct_add, sub_dotProduct,
    zero_dotProduct]
  linear_combination -h2 - h1 / 2

/-- For positive definite `A`, the energy along coordinate axis `i` is a parabola whose lowest
point is the Gauss-Seidel update. -/
theorem energy_line (hA : A.PosDef) (b x : ι → ℝ) (i : ι) (t : ℝ) :
    energy A b (x + t • Pi.single i (1 : ℝ)) =
      energy A b (relax A b i x) + A i i / 2 * (t - (b - A *ᵥ x) i / A i i) ^ 2 := by
  have hd : A i i ≠ 0 := (hA.diag_pos).ne'
  have h1 : (Pi.single i (1 : ℝ) : ι → ℝ) ⬝ᵥ A *ᵥ Pi.single i (1 : ℝ) = A i i := by simp
  have h2 : ∀ v : ι → ℝ, v ⬝ᵥ Pi.single i (1 : ℝ) = v i := fun v => by simp
  have key : ∀ s : ℝ, energy A b (x + s • Pi.single i (1 : ℝ)) =
      energy A b x + s ^ 2 * A i i / 2 - s * (b - A *ᵥ x) i := by
    intro s
    rw [energy_add hA]
    simp only [energy, Matrix.mulVec_smul, smul_dotProduct, dotProduct_smul, smul_eq_mul,
      zero_dotProduct, h1, h2]
    ring
  rw [relax, key, key]
  field_simp
  ring

end

end EnergyLine
```

Messages:

```
Try this:
  [apply] ring_nf
  
  The `ring` tactic failed to close the goal. Use `ring_nf` to obtain a normal form.
    
  Note that `ring` works primarily in *commutative* rings. If you have a noncommutative ring, abelian group or module, consider using `noncomm_ring`, `abel` or `module` instead.
Main.lean:43:63: error: unsolved goals
ι : Type u_1
inst✝¹ : Fintype ι
inst✝ : DecidableEq ι
A : Matrix ι ι ℝ
hA : A.PosDef
b x : ι → ℝ
i : ι
t : ℝ
hd : A i i ≠ 0
h1 : Pi.single i 1 ⬝ᵥ A *ᵥ Pi.single i 1 = A i i
h2 : ∀ (v : ι → ℝ), v ⬝ᵥ Pi.single i 1 = v i
s : ℝ
⊢ x ⬝ᵥ A *ᵥ x * (1 / 2) - b ⬝ᵥ x - s * 0 i - s * (b - A *ᵥ x) i + s ^ 2 * A i i * (1 / 2) =
    x ⬝ᵥ A *ᵥ x * (1 / 2) - b ⬝ᵥ x - s * (b - A *ᵥ x) i + s ^ 2 * A i i * (1 / 2)
Main.lean:47:6: warning: This simp argument is unused:
  zero_dotProduct

Hint: Omit it from the simp argument list.
  [apply] simp only [energy, Matrix.mulVec_smul, smul_dotProduct, dotProduct_smul, smul_eq_mul, h1, h2]

Note: This linter can be disabled with `set_option linter.unusedSimpArgs false`
```

Cause. The error is in the proof of `key`, where `ring` fails to close the goal; the suggestion to try `ring_nf` only reports that failure. The two sides left over differ by one term, `s * 0 i`. Here `0 i` is the zero function evaluated at `i`, which `ring` does not recognise as the number zero.

The term comes from `energy A 0 _`, which contains the product of the zero field with the displacement. `zero_dotProduct` would have removed that product, but the linter reports it unused: `simp only` took the factor `s` out with `dotProduct_smul`, then used `h2` to turn the product of the zero vector with `Pi.single i 1` into `0 i`. No lemma in the list simplified that value.

The repair adds `Pi.zero_apply`, which rewrites `0 i` to `0`, so the extra term vanishes and `ring` can close the goal. Dropping the unused `zero_dotProduct` is mere tidying.

Fix (accepted with no message):

```diff
@@ -45,5 +45,5 @@
     rw [energy_add hA]
     simp only [energy, Matrix.mulVec_smul, smul_dotProduct, dotProduct_smul, smul_eq_mul,
-      zero_dotProduct, h1, h2]
+      h1, h2, Pi.zero_apply]
     ring
   rw [relax, key, key]
```
